# An unnormalized N-point DFT takes at least (N/2) log₂ N linear steps when coefficients have modulus at most one

A plane-wave electronic-structure code applies a local potential to an orbital by transforming its coefficients to a real-space grid, multiplying by the potential at each point, and transforming back. An estimate of the cost usually charges each fast Fourier transform of N points an amount proportional to N log N. For a single one-dimensional transform without a normalizing prefactor, computed by linear combinations of two earlier quantities with coefficients of modulus at most one, the growth N log N cannot be improved: at least (N/2) log₂ N combinations are needed.

The argument follows one number, the largest determinant that can be formed from the quantities computed so far. Each step can at most double it, and the Fourier matrix has a large determinant.

```lean
import Mathlib

open Matrix

namespace MorgensternFFT

noncomputable section
```

## Programs that combine two earlier quantities

Let x_0, …, x_{N−1} be the complex input samples. Every quantity that a linear program computes has the form

c_0 x_0 + c_1 x_1 + … + c_{N−1} x_{N−1},

so it can be represented by its coefficient vector c, of Lean type `Fin N → ℂ`. The input x_i corresponds to the vector with 1 in place i and 0 elsewhere.

```lean
/-- The functional that reads off the `i`-th input sample, as a coefficient vector. -/
def coord {N : ℕ} (i : Fin N) : Fin N → ℂ := Pi.single i 1
```

A program starts with all N inputs. One step chooses available functionals u and v and complex numbers a and b, and adds

a u + b v, with |a| ≤ 1 and |b| ≤ 1.

In `BoundedProgram N s S`, the number s counts the steps and S is the set of functionals available after them. Nothing is ever deleted, so memory is unlimited. A step costs one unit whatever a and b are, and copying or reordering data is free.

The limit on a and b is an assumption about the algorithm. The phase factors of the usual FFT satisfy it, since they have modulus one, but it excludes algorithms that multiply by large constants. Nonlinear operations, rounding and memory traffic are not modelled. All N inputs are independent, so savings from coefficients known to be zero are not covered either.

```lean
/-- `BoundedProgram N s S` says that `S` is the set of linear functionals available after
`s` steps, each forming `a u + b v` from available `u`, `v` with `|a|, |b| ≤ 1`. -/
inductive BoundedProgram (N : ℕ) : ℕ → Set (Fin N → ℂ) → Prop
  | inputs : BoundedProgram N 0 (Set.range coord)
  | step {s : ℕ} {S : Set (Fin N → ℂ)} (h : BoundedProgram N s S)
      (a b : ℂ) (u v : Fin N → ℂ) (hu : u ∈ S) (hv : v ∈ S)
      (ha : ‖a‖ ≤ 1) (hb : ‖b‖ ≤ 1) :
      BoundedProgram N (s + 1) (insert (a • u + b • v) S)
```

The target is the unnormalized transform

X_j = Σ_k F_jk x_k, F_jk = exp(−2πi jk/N),

with j and k running from 0 to N−1. Row j of F, written `dft N j`, is the functional that computes X_j. The normalization matters to the method: dividing F by √N makes it unitary, with a determinant of modulus one, and the argument below would then give only s ≥ 0.

```lean
/-- The unnormalized discrete Fourier transform, with entries `exp(-2πi jk/N)`. -/
def dft (N : ℕ) : Matrix (Fin N) (Fin N) ℂ :=
  Matrix.of fun j k =>
    Complex.exp (-(2 * Real.pi * Complex.I * ((j : ℕ) : ℂ) * ((k : ℕ) : ℂ) / (N : ℂ)))
```

## Each step at most doubles the determinant

Before the first step, a square matrix M with available rows has a coordinate vector in every row. Let row i be the coordinate vector numbered f(i). If f is injective, it is a permutation, M is a permutation matrix, and det M = ±1. Otherwise two rows coincide and det M = 0. In both cases

|det M| ≤ 1.

The Lean proof obtains f with `choose` and splits on its injectivity. `Matrix.det_permute` supplies the sign in the first case.

```lean
/-- A square matrix whose rows are all coordinate functionals has determinant of
modulus at most one. -/
theorem norm_det_coord_le {N : ℕ} (M : Matrix (Fin N) (Fin N) ℂ)
    (h : ∀ i, M i ∈ Set.range (coord (N := N))) : ‖M.det‖ ≤ 1 := by
  choose f hf using h
  by_cases hinj : Function.Injective f
  · -- distinct rows: a permutation matrix
    let e : Equiv.Perm (Fin N) :=
      Equiv.ofBijective f (Finite.injective_iff_bijective.1 hinj)
    have hM : M = (1 : Matrix (Fin N) (Fin N) ℂ).submatrix e id := by
      ext i j
      have hij := congrFun (hf i) j
      rw [← hij]
      change (Pi.single (f i) 1 : Fin N → ℂ) j = (1 : Matrix (Fin N) (Fin N) ℂ) (f i) j
      by_cases hj : j = f i
      · rw [hj]; simp
      · simp [hj, Ne.symm hj]
    rw [hM, Matrix.det_permute]
    rcases Int.units_eq_one_or (Equiv.Perm.sign e) with h | h <;> simp [h]
  · -- a repeated row
    simp only [Function.Injective, not_forall] at hinj
    obtain ⟨i, j, hij, hne⟩ := hinj
    have hrow : M i = M j := by rw [← hf i, ← hf j, hij]
    rw [Matrix.det_zero_of_row_eq hne hrow, norm_zero]
    exact zero_le_one
```

Suppose now that after s steps every N×N matrix with rows in S satisfies |det M| ≤ 2^s, and let the next step add y = a u + b v. Take a matrix M with rows in the enlarged set.

If all its rows were already in S, the old bound suffices. If not, some row i equals y. If y also occurs in another row, det M = 0. Otherwise all other rows lie in S, and linearity in row i gives

det M = a det M[i←u] + b det M[i←v],

where M[i←u] is M with row i replaced by u. Both matrices on the right have all their rows in S, so

|det M| ≤ |a| 2^s + |b| 2^s ≤ 2^(s+1).

The Lean proof is this induction on the program. `hupd` applies the old bound to the matrices with a replaced row, `hdet` is the linear expansion, and the final `calc` is the estimate above.

The coefficient limit enters in the last inequality. Without it the estimate fails at once: for N = 1, the single step 3x_0 + 0x_0 produces the determinant 3, which exceeds 2. This breaks the determinant estimate, but it does not supply a shorter Fourier transform.

```lean
/-- After `s` steps, every square matrix with rows among the available functionals has
determinant of modulus at most `2^s`. -/
theorem norm_det_le_two_pow {N s : ℕ} {S : Set (Fin N → ℂ)} (h : BoundedProgram N s S) :
    ∀ M : Matrix (Fin N) (Fin N) ℂ, (∀ i, M i ∈ S) → ‖M.det‖ ≤ 2 ^ s := by
  induction h with
  | inputs =>
    intro M hM
    simpa using norm_det_coord_le M hM
  | @step s S h a b u v hu hv ha hb ih =>
    intro M hM
    have hpos : (0 : ℝ) < 2 ^ s := by positivity
    by_cases hall : ∀ i, M i ∈ S
    · have h1 := ih M hall
      rw [pow_succ]
      linarith
    · obtain ⟨i, hiS⟩ := not_forall.1 hall
      have hi : M i = a • u + b • v := (hM i).resolve_right hiS
      by_cases hdup : ∃ j, i ≠ j ∧ M j = a • u + b • v
      · obtain ⟨j, hne, hj⟩ := hdup
        rw [Matrix.det_zero_of_row_eq hne (hi.trans hj.symm), norm_zero]
        positivity
      · -- the new functional occurs once: expand linearly in that row
        have hrest : ∀ j, j ≠ i → M j ∈ S := fun j hj =>
          (hM j).resolve_left fun hw => hdup ⟨j, hj.symm, hw⟩
        have hupd : ∀ x ∈ S, ‖(M.updateRow i x).det‖ ≤ 2 ^ s := by
          intro x hx
          apply ih
          intro j
          by_cases hj : j = i
          · rw [hj, Matrix.updateRow_self]
            exact hx
          · rw [Matrix.updateRow_ne hj]
            exact hrest j hj
        have hMi : M = M.updateRow i (a • u + b • v) := by
          rw [← hi]
          exact (Matrix.updateRow_eq_self M i).symm
        have hdet : M.det = a * (M.updateRow i u).det + b * (M.updateRow i v).det := by
          conv_lhs => rw [hMi]
          rw [Matrix.det_updateRow_add, Matrix.det_updateRow_smul,
            Matrix.det_updateRow_smul]
        rw [hdet]
        calc _ ≤ ‖a‖ * ‖(M.updateRow i u).det‖ + ‖b‖ * ‖(M.updateRow i v).det‖ := by
              simpa only [norm_mul] using norm_add_le
                (a * (M.updateRow i u).det) (b * (M.updateRow i v).det)
          _ ≤ 1 * 2 ^ s + 1 * 2 ^ s := by
              gcongr
              · exact hupd u hu
              · exact hupd v hv
          _ = 2 ^ (s + 1) := by ring
```

The factor of two per step can be attained. With one input, repeatedly adding the latest quantity to itself gives

x_0, 2x_0, 4x_0, …, 2^s x_0,

and the 1×1 matrix formed from the last functional has determinant 2^s. This shows that the determinant estimate is sharp for N = 1; it does not show that the step count for the Fourier transform is.

```lean
/-- For every number of steps `s`, a program on one input attains a determinant of
modulus exactly `2^s`. -/
theorem det_bound_sharp (s : ℕ) : ∃ S, BoundedProgram 1 s S ∧
    ∃ M : Matrix (Fin 1) (Fin 1) ℂ, (∀ i, M i ∈ S) ∧ ‖M.det‖ = 2 ^ s := by
  have key : ∃ S, BoundedProgram 1 s S ∧ (fun _ : Fin 1 => (2 : ℂ) ^ s) ∈ S := by
    induction s with
    | zero =>
      refine ⟨_, BoundedProgram.inputs, 0, ?_⟩
      funext k
      fin_cases k
      simp [coord]
    | succ s ih =>
      obtain ⟨S, hS, hmem⟩ := ih
      refine ⟨_, hS.step 1 1 _ _ hmem hmem (by simp) (by simp), Or.inl ?_⟩
      funext k
      change (2 : ℂ) ^ (s + 1) = 1 * 2 ^ s + 1 * 2 ^ s
      ring
  obtain ⟨S, hS, hmem⟩ := key
  exact ⟨S, hS, Matrix.of fun _ _ => 2 ^ s, fun _ => hmem, by simp [Matrix.det_unique]⟩
```

## The determinant of the Fourier matrix

For N ≥ 1 put w = exp(−2πi/N), so that F_jk = w^(jk), w^N = 1 and |w| = 1. With a star for the complex conjugate and F† for the conjugate transpose, the overlap of rows j and l is

(F F†)_jl = Σ_k w^(jk) (w*)^(lk) = Σ_k r^k, r = w^j (w*)^l = w^(j−l).

If j = l, then r = 1 and the sum is N. If j ≠ l, then r ≠ 1, because the powers w^0, …, w^(N−1) are distinct. Since r^N = 1,

(r − 1) Σ_k r^k = r^N − 1 = 0,

and the sum vanishes. Hence

F F† = N · 1.

In Lean, `hsum` rewrites the matrix entry as the geometric sum, `hr` proves r ≠ 1 from the primitivity of w, and `geom_sum_mul` gives the identity (r − 1) Σ_k r^k = r^N − 1.

```lean
/-- Distinct rows of the DFT are orthogonal, and each has squared length `N`. -/
theorem dft_mul_conjTranspose (N : ℕ) : dft N * (dft N)ᴴ = (N : ℂ) • 1 := by
  ext j l
  have hN : N ≠ 0 := by have := j.isLt; omega
  have hw := (Complex.isPrimitiveRoot_exp N hN).inv
  have hF : ∀ a b : Fin N, dft N a b =
      ((Complex.exp (2 * Real.pi * Complex.I / N))⁻¹) ^ ((a : ℕ) * (b : ℕ)) := by
    intro a b
    rw [← Complex.exp_neg, ← Complex.exp_nat_mul]
    simp only [dft, Matrix.of_apply]
    congr 1
    push_cast
    ring
  generalize (Complex.exp (2 * Real.pi * Complex.I / N))⁻¹ = w at hw hF
  have hn : ‖w‖ = 1 := (pow_eq_one_iff_of_nonneg (norm_nonneg w) hN).1
    (by rw [← norm_pow, hw.pow_eq_one, norm_one])
  have hs : w * star w = 1 := by
    rw [Complex.star_def, Complex.mul_conj, Complex.normSq_eq_norm_sq, hn]
    simp
  -- the overlap of two rows is a geometric sum
  have hsum : (dft N * (dft N)ᴴ) j l =
      ∑ k ∈ Finset.range N, (w ^ (j : ℕ) * star w ^ (l : ℕ)) ^ k := by
    rw [Matrix.mul_apply,
      ← Fin.sum_univ_eq_sum_range (fun k => (w ^ (j : ℕ) * star w ^ (l : ℕ)) ^ k) N]
    refine Finset.sum_congr rfl fun k _ => ?_
    rw [Matrix.conjTranspose_apply, hF j k, hF l k, star_pow, mul_pow, ← pow_mul, ← pow_mul]
  rw [hsum, Matrix.smul_apply, Matrix.one_apply]
  by_cases h : j = l
  · subst h
    rw [← mul_pow, hs]
    simp
  · have hr : w ^ (j : ℕ) * star w ^ (l : ℕ) ≠ 1 := by
      intro h1
      apply h
      apply Fin.ext
      apply hw.pow_inj j.isLt l.isLt
      calc w ^ (j : ℕ) = w ^ (j : ℕ) * (w * star w) ^ (l : ℕ) := by
            rw [hs, one_pow, mul_one]
        _ = (w ^ (j : ℕ) * star w ^ (l : ℕ)) * w ^ (l : ℕ) := by rw [mul_pow]; ring
        _ = w ^ (l : ℕ) := by rw [h1, one_mul]
    have hp : (w ^ (j : ℕ) * star w ^ (l : ℕ)) ^ N = 1 := by
      rw [mul_pow, ← pow_mul, ← pow_mul, mul_comm (j : ℕ), mul_comm (l : ℕ),
        pow_mul, pow_mul, ← star_pow, hw.pow_eq_one]
      simp
    have hg := geom_sum_mul (w ^ (j : ℕ) * star w ^ (l : ℕ)) N
    rw [hp, sub_self] at hg
    rw [(mul_eq_zero.1 hg).resolve_right (sub_ne_zero.2 hr)]
    simp [h]
```

Taking determinants of both sides gives

det F · (det F)* = N^N,

because the scalar N contributes one factor for each of the N rows. Therefore |det F|² = N^N. The Lean proof takes the determinant of the previous identity and then the norm.

```lean
/-- The squared modulus of the DFT determinant is `N^N`. -/
theorem norm_det_dft_sq (N : ℕ) : ‖(dft N).det‖ ^ 2 = (N : ℝ) ^ N := by
  have h := congrArg Matrix.det (dft_mul_conjTranspose N)
  rw [Matrix.det_mul, Matrix.det_conjTranspose, Matrix.det_smul, Matrix.det_one,
    mul_one, Fintype.card_fin] at h
  have h2 := congrArg norm h
  rw [norm_mul, norm_star, norm_pow, Complex.norm_natCast] at h2
  rw [sq]
  exact h2
```

## From determinants to a step count

If every row of F is available after s steps, the growth bound applies to F itself:

N^N = |det F|² ≤ (2^s)² = 2^(2s).

For N ≥ 1, taking logarithms gives

N log N ≤ 2s log 2,

and division by 2 log 2 yields

(N/2) log₂ N ≤ s.

The hypothesis `hrows` says that all rows belong to S, in any order. In the proof, `hpow` is the comparison of determinants and `hlog` its logarithm. The empty case N = 0 is treated separately; there the left side is zero in Lean.

The bound can fail for a program that produces only one of the rows. For N = 4 the bound is 4, yet X_0 = x_0 + x_1 + x_2 + x_3 alone is available after three additions.

```lean
/-- Morgenstern's bound: a program with coefficients of modulus at most one that produces
all rows of the `N`-point DFT takes at least `(N/2) log₂ N` steps. -/
theorem morgenstern_bound {N s : ℕ} {S : Set (Fin N → ℂ)} (h : BoundedProgram N s S)
    (hrows : ∀ j, dft N j ∈ S) : (N : ℝ) / 2 * Real.logb 2 N ≤ s := by
  rcases Nat.eq_zero_or_pos N with hN | hN
  · subst hN
    simp
  · have hNpos : (0 : ℝ) < N := by exact_mod_cast hN
    -- compare the determinant of the DFT with the growth bound
    have hpow : (N : ℝ) ^ N ≤ 2 ^ (s * 2) := by
      rw [← norm_det_dft_sq, pow_mul]
      exact pow_le_pow_left₀ (norm_nonneg _) (norm_det_le_two_pow h _ hrows) 2
    have hlog := Real.log_le_log (pow_pos hNpos N) hpow
    rw [Real.log_pow, Real.log_pow] at hlog
    push_cast at hlog
    rw [Real.logb, ← mul_div_assoc, div_le_iff₀ (Real.log_pos (by norm_num))]
    linarith
```

Suppose that the grid has N = 2^m points. Then log₂ N = m, and the bound becomes an inequality between natural numbers:

m 2^m ≤ 2s.

For 64 points, m = 6 and s ≥ 192.

```lean
/-- For a grid of `2^m` points, the number of steps `s` satisfies `m 2^m ≤ 2s`. -/
theorem morgenstern_bound_two_pow {m s : ℕ} {S : Set (Fin (2 ^ m) → ℂ)}
    (h : BoundedProgram (2 ^ m) s S) (hrows : ∀ j, dft (2 ^ m) j ∈ S) :
    m * 2 ^ m ≤ 2 * s := by
  have hb := morgenstern_bound h hrows
  rw [Nat.cast_pow, Nat.cast_ofNat, Real.logb_pow,
    Real.logb_self_eq_one (by norm_num)] at hb
  have hr : (m : ℝ) * 2 ^ m ≤ 2 * s := by linarith
  exact_mod_cast hr
```

## The butterfly in an FFT code

A radix-2 FFT in its decimation-in-time form is built from butterflies. With a phase factor ω of modulus one, each replaces two stored values p and q by

p + ω q and p − ω q.

Both are permitted steps, with coefficients 1 and ±ω. Code normally stores the product ωq first and uses it twice, whereas the model counts each output as one combination. A transform of N = 2^m points has m stages of N/2 butterflies, hence N log₂ N steps in this count, twice the lower bound. For 64 points that is 384 steps against 192.

With ω = 1 and the two inputs as p and q, a single butterfly is the complete two-point transform. Since exp(−πi) = −1,

X_0 = x_0 + x_1, X_1 = x_0 − x_1.

The last theorem builds this program: `h0` and `h1` identify the two rows with the sum and the difference, and `p1` and `p2` are the two steps. The hypotheses of the lower bound are thus met for N = 2 and s = 2, where it reads 1 ≤ 2.

```lean
/-- The two rows of the two-point DFT are produced from the inputs in two steps. -/
theorem butterfly_witness :
    BoundedProgram 2 2 (insert (dft 2 1) (insert (dft 2 0) (Set.range coord))) := by
  have h0 : dft 2 0 = (1 : ℂ) • coord 0 + (1 : ℂ) • coord 1 := by
    funext k
    revert k
    rw [Fin.forall_fin_two]
    exact ⟨by simp [dft, coord], by simp [dft, coord]⟩
  have harg : -(2 * Real.pi * Complex.I * (((1 : Fin 2) : ℕ) : ℂ) *
      (((1 : Fin 2) : ℕ) : ℂ) / ((2 : ℕ) : ℂ)) = -(Real.pi * Complex.I) := by
    rw [show ((1 : Fin 2) : ℕ) = 1 from rfl]
    push_cast
    ring
  have hentry : dft 2 1 1 = -1 := (congrArg Complex.exp harg).trans
    (by rw [Complex.exp_neg, Complex.exp_pi_mul_I]; norm_num)
  have h1 : dft 2 1 = (1 : ℂ) • coord 0 + (-1 : ℂ) • coord 1 := by
    funext k
    revert k
    rw [Fin.forall_fin_two]
    exact ⟨by simp [dft, coord], by rw [hentry]; simp [coord]⟩
  -- first the sum, then the difference of the two inputs
  have p1 := (BoundedProgram.inputs (N := 2)).step 1 1 (coord 0) (coord 1)
    ⟨0, rfl⟩ ⟨1, rfl⟩ (by simp) (by simp)
  have p2 := p1.step 1 (-1) (coord 0) (coord 1)
    (Or.inr ⟨0, rfl⟩) (Or.inr ⟨1, rfl⟩) (by simp) (by simp)
  rw [h1, h0]
  exact p2

end

end MorgensternFFT
```

```lean
#print axioms MorgensternFFT.det_bound_sharp
-- 'MorgensternFFT.det_bound_sharp' depends on axioms: [propext, Classical.choice, Quot.sound]
#print axioms MorgensternFFT.morgenstern_bound
-- 'MorgensternFFT.morgenstern_bound' depends on axioms: [propext, Classical.choice, Quot.sound]
#print axioms MorgensternFFT.morgenstern_bound_two_pow
-- 'MorgensternFFT.morgenstern_bound_two_pow' depends on axioms: [propext, Classical.choice, Quot.sound]
```
